# A circular drive gives a Dirac valley the mass term −τ(vA)²/ω σz at first order in 1/ω

## Can the light-induced mass be derived rigorously and checked by machine?

Take a massless Dirac valley with velocity $v$ and valley index $\tau=1$, at its Dirac point $k=0$, in a circularly rotating vector potential whose amplitude times the charge is $A$. With $\hbar=1$ the Hamiltonian is

$$H(t)=vA\begin{pmatrix}0&e^{-i\omega t}\\e^{i\omega t}&0\end{pmatrix}.$$

Its average over a period is zero, yet its two Fourier components don't commute:

$$H_1=vA\begin{pmatrix}0&0\\1&0\end{pmatrix},\quad H_{-1}=vA\begin{pmatrix}0&1\\0&0\end{pmatrix},\quad \frac{[H_1,H_{-1}]}{\omega}=-\frac{(vA)^2}{\omega}\sigma_z .$$

That is a mass term. I believe that at general $k$ it is simply added to the Dirac Hamiltonian, that it changes sign with the valley index $\tau=\pm1$, and that the effective Hamiltonian squares to $v^2k^2+(vA)^4/\omega^2$. I'd like to see this done rigorously, with the harmonics as actual integrals and the signs checked by a proof assistant. Can it be done?

## One pair of sidebands and their commutator

Yes, once the first-order high-frequency formula is taken as the definition of the effective Hamiltonian. It costs nothing to allow an elliptical field with real amplitudes $a,b$; the circular case is $a=b=A$. The vector potential shifts the momentum, and $a,b$ are its amplitudes times the charge; the electric field therefore has amplitudes proportional to $\omega a$ and $\omega b$. The Hamiltonian is

$$H(t)=v\big[\tau(k_x+a\cos\omega t)\sigma_x+(k_y+b\sin\omega t)\sigma_y\big].$$

**Harmonics.** Define $H_n=\frac{\omega}{2\pi}\int_0^{2\pi/\omega}H(t)e^{-in\omega t}dt$. For an integer $m\neq0$,

$$\frac{\omega}{2\pi}\int_0^{2\pi/\omega}e^{im\omega t}dt=\frac{e^{2\pi im}-1}{2\pi im}=0,$$

and for $m=0$ the average is 1. Writing $\cos\omega t=(e^{i\omega t}+e^{-i\omega t})/2$ and $\sin\omega t=i(e^{-i\omega t}-e^{i\omega t})/2$ gives $H(t)=H_0+e^{i\omega t}H_1+e^{-i\omega t}H_{-1}$ with

$$H_0=v(\tau k_x\sigma_x+k_y\sigma_y),\qquad H_{\pm1}=\tfrac v2(\tau a\,\sigma_x\mp ib\,\sigma_y).$$

All other harmonics vanish.

**Mass.** Set $X=\tau a\sigma_x$ and $Y=ib\sigma_y$. Then $[X-Y,X+Y]=2[X,Y]$, and $[\sigma_x,\sigma_y]=2i\sigma_z$, so

$$[H_1,H_{-1}]=\frac{v^2}{4}\cdot2\cdot i\tau ab\cdot2i\,\sigma_z=-\tau v^2ab\,\sigma_z .$$

The effective Hamiltonian with harmonics kept up to $N\ge1$ is

$$H_{\rm eff}=H_0+\sum_{n=1}^N\frac{[H_n,H_{-n}]}{n\omega}=H_0+m\sigma_z,\qquad m=-\frac{\tau v^2ab}{\omega},$$

because only $n=1$ contributes.

**Spectrum.** Distinct Pauli matrices anticommute, so the cross terms in the square cancel. With $\tau^2=1$,

$$H_{\rm eff}^2=v^2(k_x^2+k_y^2)+\frac{(v^2ab)^2}{\omega^2},$$

which for $a=b=A$ is $v^2k^2+(vA)^4/\omega^2$. The secular determinant is

$$(m-E)(-m-E)-v^2(\tau k_x-ik_y)(\tau k_x+ik_y)=E^2-m^2-v^2k^2 .$$

Hence $|E|\ge|m|$, and for $v\ne0$ equality holds only at $k=0$. A linearly polarised field, $b=0$, has $m=0$ and opens no gap at this order.

**With numbers.** Take $v=A=1$, $\omega=5$, $\tau=1$. The mass is $m=-0.2$, so the levels at $k=0$ are $\pm0.2$, a gap of $0.4$. At $k=(0.15,0)$, $E^2=0.0225+0.04=0.0625$ and $E=\pm0.25$. The other valley has $m=+0.2$ and the same energies.

Here is the complete Lean file.

```lean
import Mathlib

open Complex (I)
open scoped Real

namespace FloquetDiracValley

noncomputable section

/-- The Pauli matrix `σx`. -/
def σx : Matrix (Fin 2) (Fin 2) ℂ := !![0, 1; 1, 0]

/-- The Pauli matrix `σy`. -/
def σy : Matrix (Fin 2) (Fin 2) ℂ := !![0, -I; I, 0]

/-- The Pauli matrix `σz`. -/
def σz : Matrix (Fin 2) (Fin 2) ℂ := !![1, 0; 0, -1]

/-- The massless Dirac Hamiltonian `v (τ qx σx + qy σy)` of valley `τ`. -/
def dirac (v τ qx qy : ℝ) : Matrix (Fin 2) (Fin 2) ℂ :=
  (v : ℂ) • (((τ : ℂ) * qx) • σx + (qy : ℂ) • σy)

/-- The Dirac Hamiltonian with momentum shifted by the rotating field `(a cos ωt, b sin ωt)`;
changing the sign of `ω` reverses the rotation. -/
def driven (v τ kx ky a b ω t : ℝ) : Matrix (Fin 2) (Fin 2) ℂ :=
  dirac v τ (kx + a * Real.cos (ω * t)) (ky + b * Real.sin (ω * t))

/-- The harmonic `H_n`: the average of `H(t) exp(-inωt)` over one period, for `ω ≠ 0`. -/
def harmonic (ω : ℝ) (H : ℝ → Matrix (Fin 2) (Fin 2) ℂ) (n : ℤ) :
    Matrix (Fin 2) (Fin 2) ℂ :=
  Matrix.of fun i j => ((ω : ℂ) / (2 * π)) *
    ∫ t in (0 : ℝ)..(2 * π / ω), H t i j * Complex.exp (-(I * n * ω * t))

/-- The effective Hamiltonian to first order in `1/ω`, for `ω ≠ 0`, with harmonics kept
up to `N`: `H_0 + ∑ [H_n, H_-n] / (n ω)`. -/
def effective (ω : ℝ) (H : ℝ → Matrix (Fin 2) (Fin 2) ℂ) (N : ℕ) :
    Matrix (Fin 2) (Fin 2) ℂ :=
  harmonic ω H 0 + ∑ n ∈ Finset.Icc 1 N, (1 / ((n : ℂ) * ω)) •
    (harmonic ω H n * harmonic ω H (-n) - harmonic ω H (-n) * harmonic ω H n)

/-- The phase `exp(imωt)` averages over a period to one if `m = 0` and to zero otherwise. -/
theorem average_phase {ω : ℝ} (hω : ω ≠ 0) (m : ℤ) :
    ((ω : ℂ) / (2 * π)) * ∫ t in (0 : ℝ)..(2 * π / ω), Complex.exp (I * m * ω * t)
      = if m = 0 then 1 else 0 := by
  have hw : (ω : ℂ) ≠ 0 := by exact_mod_cast hω
  have hp : (π : ℂ) ≠ 0 := by exact_mod_cast Real.pi_ne_zero
  by_cases hm : m = 0
  · subst hm
    rw [if_pos rfl]
    simp only [Int.cast_zero, mul_zero, zero_mul, Complex.exp_zero,
      intervalIntegral.integral_const, sub_zero, Complex.real_smul, mul_one]
    push_cast
    field_simp
  · have hm' : (m : ℂ) ≠ 0 := by exact_mod_cast hm
    have hc : I * m * ω ≠ 0 := mul_ne_zero (mul_ne_zero Complex.I_ne_zero hm') hw
    -- the phase returns to its initial value after a period
    have he : I * m * ω * ((2 * π / ω : ℝ) : ℂ) = m * (2 * π * I) := by
      push_cast
      field_simp
    rw [if_neg hm, integral_exp_mul_complex hc, he, Complex.exp_int_mul_two_pi_mul_I]
    simp

/-- A Hamiltonian `P + exp(iωt) Q + exp(-iωt) R` has harmonics `P`, `Q`, `R` at
`n = 0, 1, -1` and no others. -/
theorem harmonic_of_sidebands {ω : ℝ} (hω : ω ≠ 0) (H : ℝ → Matrix (Fin 2) (Fin 2) ℂ)
    (P Q R : Matrix (Fin 2) (Fin 2) ℂ)
    (hH : ∀ t : ℝ, H t = P + Complex.exp (I * ω * t) • Q + Complex.exp (-(I * ω * t)) • R)
    (n : ℤ) : harmonic ω H n =
      (if n = 0 then P else 0) + (if n = 1 then Q else 0) + (if n = -1 then R else 0) := by
  ext i j
  have key : ∀ t : ℝ, H t i j * Complex.exp (-(I * n * ω * t)) =
      P i j * Complex.exp (I * ((-n : ℤ) : ℂ) * ω * t)
      + Q i j * Complex.exp (I * ((1 - n : ℤ) : ℂ) * ω * t)
      + R i j * Complex.exp (I * ((-1 - n : ℤ) : ℂ) * ω * t) := by
    intro t
    have e0 : I * ((-n : ℤ) : ℂ) * ω * t = -(I * n * ω * t) := by push_cast; ring
    have e1 : I * ((1 - n : ℤ) : ℂ) * ω * t = I * ω * t + -(I * n * ω * t) := by
      push_cast; ring
    have e2 : I * ((-1 - n : ℤ) : ℂ) * ω * t = -(I * ω * t) + -(I * n * ω * t) := by
      push_cast; ring
    rw [hH, e0, e1, e2, Complex.exp_add, Complex.exp_add]
    simp only [Matrix.add_apply, Matrix.smul_apply, smul_eq_mul]
    ring
  simp only [harmonic, Matrix.of_apply, key]
  rw [intervalIntegral.integral_add, intervalIntegral.integral_add]
  · simp only [intervalIntegral.integral_const_mul]
    -- each term is the average of a pure phase
    trans P i j * (if -n = 0 then 1 else 0) + Q i j * (if 1 - n = 0 then 1 else 0)
      + R i j * (if -1 - n = 0 then 1 else 0)
    · rw [← average_phase hω (-n), ← average_phase hω (1 - n), ← average_phase hω (-1 - n)]
      ring
    · have c0 : -n = 0 ↔ n = 0 := by omega
      have c1 : 1 - n = 0 ↔ n = 1 := by omega
      have c2 : -1 - n = 0 ↔ n = -1 := by omega
      simp only [c0, c1, c2]
      split_ifs <;> simp
  all_goals exact Continuous.intervalIntegrable (by fun_prop) _ _

/-- Harmonics of the driven valley: `H_0` is the undriven Dirac matrix,
`H_±1 = (v/2)(τ a σx ∓ i b σy)`, and all higher harmonics vanish. -/
theorem driven_harmonics {ω : ℝ} (hω : ω ≠ 0) (v τ kx ky a b : ℝ) :
    harmonic ω (driven v τ kx ky a b ω) 0 = dirac v τ kx ky ∧
    harmonic ω (driven v τ kx ky a b ω) 1
      = ((v : ℂ) / 2) • (((τ : ℂ) * a) • σx - (I * b) • σy) ∧
    harmonic ω (driven v τ kx ky a b ω) (-1)
      = ((v : ℂ) / 2) • (((τ : ℂ) * a) • σx + (I * b) • σy) ∧
    ∀ n : ℤ, 1 < |n| → harmonic ω (driven v τ kx ky a b ω) n = 0 := by
  have h := harmonic_of_sidebands hω (driven v τ kx ky a b ω) (dirac v τ kx ky)
    (((v : ℂ) / 2) • (((τ : ℂ) * a) • σx - (I * b) • σy))
    (((v : ℂ) / 2) • (((τ : ℂ) * a) • σx + (I * b) • σy)) (by
      intro t
      -- write cosine and sine through the two rotating phases
      have hc : Complex.cos ((ω : ℂ) * t)
          = (Complex.exp (I * ω * t) + Complex.exp (-(I * ω * t))) / 2 := by
        rw [Complex.cos, show (ω : ℂ) * t * I = I * ω * t by ring,
          show -((ω : ℂ) * t) * I = -(I * ω * t) by ring]
      have hs : Complex.sin ((ω : ℂ) * t)
          = (Complex.exp (-(I * ω * t)) - Complex.exp (I * ω * t)) * I / 2 := by
        rw [Complex.sin, show (ω : ℂ) * t * I = I * ω * t by ring,
          show -((ω : ℂ) * t) * I = -(I * ω * t) by ring]
      simp only [driven, dirac]
      push_cast
      rw [hc, hs]
      module)
  refine ⟨by rw [h]; simp, by rw [h]; simp, by rw [h]; simp, fun n hn => ?_⟩
  have n0 : n ≠ 0 := by rintro rfl; simp at hn
  have n1 : n ≠ 1 := by rintro rfl; simp at hn
  have n2 : n ≠ -1 := by rintro rfl; simp at hn
  rw [h, if_neg n0, if_neg n1, if_neg n2]
  simp

/-- The commutator of the two sidebands `H_1` and `H_-1` is `-τ v² a b σz`. -/
theorem sideband_commutator (v τ a b : ℂ) :
    ((v / 2) • ((τ * a) • σx - (I * b) • σy)) * ((v / 2) • ((τ * a) • σx + (I * b) • σy))
    - ((v / 2) • ((τ * a) • σx + (I * b) • σy)) * ((v / 2) • ((τ * a) • σx - (I * b) • σy))
      = (-(τ * v ^ 2 * a * b)) • σz := by
  have pauli : σx * σy - σy * σx = (2 * I) • σz := by
    ext i j
    fin_cases i <;> fin_cases j <;> simp [σx, σy, σz] <;> ring
  trans (v ^ 2 * τ * a * b * I / 2) • (σx * σy - σy * σx)
  · simp only [smul_mul_assoc, mul_smul_comm, sub_mul, mul_sub, add_mul, mul_add]
    module
  · rw [pauli, smul_smul]
    congr 1
    linear_combination (v ^ 2 * τ * a * b) * Complex.I_sq

/-- The drive adds the mass term `-(τ v² a b / ω) σz`, odd in the valley index `τ`, to the
Dirac Hamiltonian, whatever the cutoff `N ≥ 1` on the harmonics. -/
theorem effective_driven {ω : ℝ} (hω : ω ≠ 0) (v τ kx ky a b : ℝ) {N : ℕ} (hN : 1 ≤ N) :
    effective ω (driven v τ kx ky a b ω) N
      = dirac v τ kx ky + ((-(τ * v ^ 2 * a * b / ω) : ℝ) : ℂ) • σz := by
  obtain ⟨h0, h1, h1', h2⟩ := driven_harmonics hω v τ kx ky a b
  unfold effective
  -- only the first harmonic contributes
  rw [Finset.sum_eq_single_of_mem 1 (Finset.mem_Icc.mpr ⟨le_rfl, hN⟩)]
  · simp only [Nat.cast_one]
    rw [h0, h1, h1', sideband_commutator, smul_smul]
    congr 2
    push_cast
    ring
  · intro n hn hn1
    have hn2 : 1 < |(n : ℤ)| := by
      rw [Nat.abs_cast]
      have := (Finset.mem_Icc.mp hn).1
      omega
    rw [h2 _ hn2]
    simp

/-- The massive Dirac matrix, shifted by an energy `E`, written out in components. -/
theorem massive_entries (v τ kx ky m E : ℝ) :
    dirac v τ kx ky + (m : ℂ) • σz - (E : ℂ) • (1 : Matrix (Fin 2) (Fin 2) ℂ)
      = !![(m : ℂ) - E, v * τ * kx - I * v * ky; v * τ * kx + I * v * ky, -(m : ℂ) - E] := by
  ext i j
  fin_cases i <;> fin_cases j <;> simp [dirac, σx, σy, σz] <;> ring

/-- For circular driving of amplitude `A` the effective Hamiltonian squares to
`v² k² + (v A)⁴ / ω²` times the identity. -/
theorem effective_circular_sq {ω τ : ℝ} (hω : ω ≠ 0) (hτ : τ ^ 2 = 1) (v kx ky A : ℝ)
    {N : ℕ} (hN : 1 ≤ N) :
    effective ω (driven v τ kx ky A A ω) N ^ 2
      = ((v ^ 2 * (kx ^ 2 + ky ^ 2) + (v * A) ^ 4 / ω ^ 2 : ℝ) : ℂ) • 1 := by
  have ht : (τ : ℂ) ^ 2 = 1 := by exact_mod_cast hτ
  have h := massive_entries v τ kx ky (-(τ * v ^ 2 * A * A / ω)) 0
  simp only [Complex.ofReal_zero, zero_smul, sub_zero] at h
  rw [effective_driven hω v τ kx ky A A hN, h, sq, Matrix.mul_fin_two, Matrix.one_fin_two]
  ext i j
  fin_cases i <;> fin_cases j <;> simp
  · linear_combination ((v : ℂ) ^ 2 * kx ^ 2 + (v * A) ^ 4 / ω ^ 2) * ht
      - (v : ℂ) ^ 2 * ky ^ 2 * Complex.I_sq
  · ring
  · ring
  · linear_combination ((v : ℂ) ^ 2 * kx ^ 2 + (v * A) ^ 4 / ω ^ 2) * ht
      - (v : ℂ) ^ 2 * ky ^ 2 * Complex.I_sq

/-- A real energy `E` solves the secular equation of the effective Hamiltonian exactly when
`E² = v² k² + (v² a b / ω)²`. -/
theorem secular_iff {ω τ : ℝ} (hω : ω ≠ 0) (hτ : τ ^ 2 = 1) (v kx ky a b E : ℝ)
    {N : ℕ} (hN : 1 ≤ N) :
    (effective ω (driven v τ kx ky a b ω) N - (E : ℂ) • 1).det = 0
      ↔ E ^ 2 = v ^ 2 * (kx ^ 2 + ky ^ 2) + (v ^ 2 * a * b / ω) ^ 2 := by
  have ht : (τ : ℂ) ^ 2 = 1 := by exact_mod_cast hτ
  have hdet : (effective ω (driven v τ kx ky a b ω) N - (E : ℂ) • 1).det
      = ((E ^ 2 - (v ^ 2 * (kx ^ 2 + ky ^ 2) + (v ^ 2 * a * b / ω) ^ 2) : ℝ) : ℂ) := by
    rw [effective_driven hω v τ kx ky a b hN, massive_entries, Matrix.det_fin_two_of]
    push_cast
    linear_combination (-(v : ℂ) ^ 2 * kx ^ 2 - (v ^ 2 * a * b / ω) ^ 2) * ht
      + (v : ℂ) ^ 2 * ky ^ 2 * Complex.I_sq
  rw [hdet, Complex.ofReal_eq_zero, sub_eq_zero]

/-- Every real solution of the secular equation has `|E| ≥ |v² a b / ω|`, with equality
exactly at the Dirac point `k = 0`. -/
theorem floquet_gap {ω τ v : ℝ} (hω : ω ≠ 0) (hτ : τ ^ 2 = 1) (hv : v ≠ 0)
    (kx ky a b E : ℝ) {N : ℕ} (hN : 1 ≤ N)
    (hE : (effective ω (driven v τ kx ky a b ω) N - (E : ℂ) • 1).det = 0) :
    |v ^ 2 * a * b / ω| ≤ |E| ∧ (|E| = |v ^ 2 * a * b / ω| ↔ kx = 0 ∧ ky = 0) := by
  have h := (secular_iff hω hτ v kx ky a b E hN).mp hE
  have hv2 : 0 < v ^ 2 := by positivity
  have hk : 0 ≤ v ^ 2 * (kx ^ 2 + ky ^ 2) := by positivity
  refine ⟨sq_le_sq.mp (by linarith), ?_⟩
  rw [← sq_eq_sq_iff_abs_eq_abs, h]
  constructor
  · intro h0
    have h1 : v ^ 2 * (kx ^ 2 + ky ^ 2) = 0 := by linarith
    have h2 : kx ^ 2 + ky ^ 2 = 0 := (mul_eq_zero.mp h1).resolve_left hv2.ne'
    exact ⟨pow_eq_zero_iff two_ne_zero |>.mp (by nlinarith [sq_nonneg kx, sq_nonneg ky]),
      pow_eq_zero_iff two_ne_zero |>.mp (by nlinarith [sq_nonneg kx, sq_nonneg ky])⟩
  · rintro ⟨rfl, rfl⟩
    ring

end

end FloquetDiracValley
```

```lean
#print axioms FloquetDiracValley.effective_driven
-- 'FloquetDiracValley.effective_driven' depends on axioms: [propext, Classical.choice, Quot.sound]
#print axioms FloquetDiracValley.effective_circular_sq
-- 'FloquetDiracValley.effective_circular_sq' depends on axioms: [propext, Classical.choice, Quot.sound]
#print axioms FloquetDiracValley.floquet_gap
-- 'FloquetDiracValley.floquet_gap' depends on axioms: [propext, Classical.choice, Quot.sound]
```

## What the Lean statements say about the valley

Hamiltonians are $2\times2$ complex matrices. `dirac v τ qx qy` is the undriven valley, and `driven` is the same matrix at the shifted momentum. `harmonic ω H n` is the period average above, taken entry by entry, with the sign convention $e^{-in\omega t}$. `effective ω H N` is the high-frequency sum up to `N`.

The frequency is any real `ω ≠ 0`. Changing its sign at fixed amplitudes reverses the sense of rotation and the sign of the mass. The valley condition `τ ^ 2 = 1` is required only for the spectrum, since the harmonics and the mass formula hold for every real `τ`.

- `driven_harmonics` gives $H_0$ and $H_{\pm1}$, and says that $H_n=0$ whenever $|n|>1$.
- `effective_driven` says that $H_{\rm eff}$ is the Dirac matrix plus $-(\tau v^2ab/\omega)\sigma_z$ for every cutoff $N\ge1$.
- `effective_circular_sq` is the squared form for circular driving.
- `secular_iff` says that a real $E$ makes $\det(H_{\rm eff}-E)$ vanish exactly when $E^2=v^2k^2+(v^2ab/\omega)^2$.
- `floquet_gap` gives the lower bound on $|E|$, attained exactly at $k=0$; here `v ≠ 0` is assumed.

Despite its name, `floquet_gap` concerns the spectrum of the first-order effective Hamiltonian. The formula is meant for $v|k|$, $v|a|$ and $v|b|$ small compared with $|\omega|$; how close its spectrum then lies to the exact quasienergies is a separate question, not treated here. The model is one non-interacting valley with linear dispersion, without occupations or dissipation. Within those limits, the result is the basic mechanism by which circularly polarised light can open a gap at the Dirac points of a graphene-like band structure.

## How the proof follows the calculation

In `average_phase` the letter $m$ is the integer in the phase $e^{im\omega t}$, not the mass; the cases $m=0$ and $m\ne0$ are treated separately. In the second case Mathlib's integral of the exponential leaves a difference of endpoint values, which vanishes because $e^{2\pi im}=1$.

`harmonic_of_sidebands` handles any Hamiltonian of the form $P+e^{i\omega t}Q+e^{-i\omega t}R$. Its step `key` multiplies each entry by $e^{-in\omega t}$ and collects phases with integer indices $-n$, $1-n$ and $-1-n$. The integral is then split into three, which is allowed because the integrands are continuous, and `average_phase` selects the surviving term.

`driven_harmonics` rewrites the cosine and sine as exponentials; `module` then matches the coefficients of the Pauli matrices.

`sideband_commutator` checks $[\sigma_x,\sigma_y]=2i\sigma_z$ entry by entry, reduces the sideband commutator to a multiple of it, and finishes with $i^2=-1$. In `effective_driven`, `Finset.sum_eq_single_of_mem` keeps only the term $n=1$, since every later harmonic is zero.

For the spectrum, `massive_entries` writes out $H_0+m\sigma_z-E$ as an explicit matrix. `effective_circular_sq` multiplies that matrix by itself at $E=0$, where the hand calculation used anticommutation, and `secular_iff` takes its determinant. In both, `linear_combination` supplies $\tau^2=1$ and $i^2=-1$. `floquet_gap` compares squares: the term $v^2k^2$ is non-negative, and for $v\ne0$ it vanishes only if both momentum components do.

## The same step in a Floquet code

A program can sample $H(t)$ at $M$ equally spaced times in one period, apply a discrete Fourier transform with kernel $e^{-2\pi inj/M}$ over the sample index $j=0,\dots,M-1$, divide by $M$, and form the commutator sum. Keeping $N<M/2$ avoids aliasing between the harmonics used. The opposite sign in the kernel exchanges $H_n$ and $H_{-n}$, so the same commutator formula then returns the mass with the wrong sign. In the numerical example at $k=0$, the coefficient of $\sigma_z$ would come out as $+0.2$ instead of $-0.2$; the energies $\pm0.2$ would not reveal the error.

In a tight-binding model the field usually enters through phases on the hopping terms. These are not linear in the amplitude, so higher harmonics generally appear. The result then has to be converged in $N$, and also in $M$, because harmonics beyond the sampling limit fold back onto the lower ones.
